# The energy of an index-one saddle is the lowest ceiling for crossing it locally

Q: You call a path a crossing if it starts on one side of a hyperplane through the saddle, ends on the other and never leaves a small ball. A chemist would rather speak of a path from reactant to product. Why the hyperplane?

A: Because a saddle's Hessian is local information. It doesn't tell us which minima lie downhill, but it does supply an unstable direction \(v\), and the sign of \(\langle x-p,v\rangle\) separates two sides near the saddle \(p\). The ball matters too: farther away there may be a lower pass, and nothing here excludes it. The claim is that, for a smooth energy \(E\) whose curvature at \(p\) is positive in all directions orthogonal to \(v\), \(E(p)\) is, in every sufficiently small ball, the least energy ceiling under which a crossing is possible.

In Lean 4 with Mathlib:

```lean
import Mathlib

open Set Metric
open scoped InnerProductSpace

namespace IndexOneSaddlePass

noncomputable section
```

Q: What is the space of configurations?

A: Euclidean \(\mathbb R^n\), with the energy a function \(E:\mathbb R^n\to\mathbb R\).

```lean
/-- Configuration space with `n` Cartesian coordinates. -/
abbrev Conf (n : ℕ) := EuclideanSpace ℝ (Fin n)
```

The Hessian is the second derivative \(H_x(u,w)=D^2E(x)(u,w)\), written `hess E x u w`.

```lean
variable {n : ℕ} {E : Conf n → ℝ} {p : Conf n}
  {b : OrthonormalBasis (Fin n) ℝ (Conf n)} {μ : Fin n → ℝ} {k : Fin n}

/-- The Hessian of the energy `E` at `x`, as a bilinear form in two displacements. -/
def hess (E : Conf n → ℝ) (x u w : Conf n) : ℝ := fderiv ℝ (fderiv ℝ E) x u w
```

Q: And what makes \(p\) a saddle?

A: The gradient vanishes there, and there is an orthonormal basis \(b_i\) with \(H_p(b_i,w)=\mu_i\langle b_i,w\rangle\) for every \(w\), which is the eigenvalue equation. One eigenvalue, \(\mu_k\), is negative and all others are positive. The unstable direction is \(v=b_k\), of unit length. The eigenbasis is part of the hypothesis; for a twice continuously differentiable \(E\) the symmetry of the Hessian supplies one.

```lean
/-- The point `p` is critical, and the Hessian there has the orthonormal eigenvectors `b i` with
eigenvalues `μ i`, of which number `k` is negative and all others are positive. -/
structure IsIndexOneSaddle (E : Conf n → ℝ) (p : Conf n)
    (b : OrthonormalBasis (Fin n) ℝ (Conf n)) (μ : Fin n → ℝ) (k : Fin n) : Prop where
  critical : fderiv ℝ E p = 0
  eigen : ∀ i w, hess E p (b i) w = μ i * ⟪b i, w⟫_ℝ
  neg : μ k < 0
  pos : ∀ i, i ≠ k → 0 < μ i
```

Q: An isolated molecule in Cartesian coordinates has zero eigenvalues from translation and rotation.

A: Then the hypothesis fails, and those motions must first be removed, for instance by fixing suitable coordinates. An atom moving over a frozen surface can satisfy it directly. The theorems also ask for \(E\) to be twice continuously differentiable everywhere, which idealises a real surface with nuclear collisions or conical intersections.

The path is a map \(\gamma\) of which only the times \(0\le t\le1\) matter. It need not be smooth or follow any dynamics.

```lean
/-- A continuous path inside the ball of radius `r` about `p` that leads from the side
`⟪x - p, v⟫ > 0` to the side `⟪x - p, v⟫ < 0`. -/
structure IsCrossing (p v : Conf n) (r : ℝ) (γ : ℝ → Conf n) : Prop where
  cont : ContinuousOn γ (Icc 0 1)
  mem : ∀ t ∈ Icc (0 : ℝ) 1, γ t ∈ ball p r
  start : 0 < ⟪γ 0 - p, v⟫_ℝ
  finish : ⟪γ 1 - p, v⟫_ℝ < 0
```

Q: Now the argument. How does positive curvature raise the energy at a finite distance from \(p\)?

A: It is enough that the curvature along the segment is positive all the way. Put \(g(t)=E(p+tw)\). Then
\[
g'(t)=DE(p+tw)(w),\qquad g''(t)=H_{p+tw}(w,w).
\]
If \(g''>0\) on \([0,1]\), then \(g'\) increases strictly from \(g'(0)=0\), so \(g'(t)>0\) for \(0<t\le1\), and hence \(g(1)>g(0)\). In the proof, `g1` and `g2` are the two derivatives, and `m2` and `m1` are the two monotonicity steps.

```lean
/-- If the curvature of `E` along a straight segment starting at a critical point is positive,
the energy at the far end is higher than at the critical point. -/
theorem energy_lt_of_curvature_pos (hE : ContDiff ℝ 2 E) (hp : fderiv ℝ E p = 0) (w : Conf n)
    (h : ∀ t ∈ Icc (0 : ℝ) 1, 0 < hess E (p + t • w) w w) : E p < E (p + w) := by
  have hE1 : ContDiff ℝ 1 (fderiv ℝ E) := hE.fderiv_right one_add_one_eq_two.le
  have hl : ∀ t : ℝ, HasDerivAt (fun t : ℝ => p + t • w) w t := fun t =>
    (((hasDerivAt_id' t).smul_const w).const_add p).congr_deriv (one_smul ℝ w)
  have g1 : ∀ t : ℝ, HasDerivAt (fun t : ℝ => E (p + t • w)) (fderiv ℝ E (p + t • w) w) t :=
    fun t => ((hE.differentiable (by norm_num)) (p + t • w)).hasFDerivAt.comp_hasDerivAt t (hl t)
  have g2 : ∀ t : ℝ, HasDerivAt (fun t : ℝ => fderiv ℝ E (p + t • w) w)
      (hess E (p + t • w) w w) t := by
    intro t
    have h2 := ((hE1.differentiable (by norm_num))
      (p + t • w)).hasFDerivAt.comp_hasDerivAt t (hl t)
    exact (h2.clm_apply (hasDerivAt_const t w)).congr_deriv (by simp [hess])
  -- the slope grows from zero, hence is positive, hence the energy grows
  have m2 : StrictMonoOn (fun t : ℝ => fderiv ℝ E (p + t • w) w) (Icc 0 1) := by
    refine strictMonoOn_of_deriv_pos (convex_Icc 0 1)
      (fun t _ => (g2 t).continuousAt.continuousWithinAt) fun t ht => ?_
    rw [(g2 t).deriv]
    exact h t (interior_subset ht)
  have m1 : StrictMonoOn (fun t : ℝ => E (p + t • w)) (Icc 0 1) := by
    refine strictMonoOn_of_deriv_pos (convex_Icc 0 1)
      (fun t _ => (g1 t).continuousAt.continuousWithinAt) fun t ht => ?_
    rw [(g1 t).deriv]
    rw [interior_Icc] at ht
    have h0 := m2 (left_mem_Icc.2 zero_le_one) (Ioo_subset_Icc_self ht) ht.1
    simpa [hp] using h0
  have h01 := m1 (left_mem_Icc.2 zero_le_one) (right_mem_Icc.2 zero_le_one) zero_lt_one
  simpa using h01
```

Q: How do you get from the Hessian at \(p\) to the Hessian along the segment?

A: By continuity. Given \(\varepsilon>0\), there is a radius within which \(\|D^2E(x)-D^2E(p)\|<\varepsilon\). For \(\|w\|\) below that radius, every \(p+tw\) with \(0\le t\le1\) qualifies, and the operator-norm bound gives
\[
|H_{p+tw}(w,w)-H_p(w,w)|\le\varepsilon\|w\|^2 .
\]

```lean
/-- Along short segments from `p`, the curvature differs from its value at `p` by at most
`ε ‖w‖ ^ 2`. -/
theorem curvature_near (hE : ContDiff ℝ 2 E) (p : Conf n) {ε : ℝ} (hε : 0 < ε) :
    ∃ r > 0, ∀ w : Conf n, ‖w‖ < r → ∀ t ∈ Icc (0 : ℝ) 1,
      |hess E (p + t • w) w w - hess E p w w| ≤ ε * ‖w‖ ^ 2 := by
  have hE1 : ContDiff ℝ 1 (fderiv ℝ E) := hE.fderiv_right one_add_one_eq_two.le
  have hc : Continuous (fderiv ℝ (fderiv ℝ E)) := hE1.continuous_fderiv (by norm_num)
  obtain ⟨r, hr, hclose⟩ : ∃ r > 0, ∀ x, dist x p < r →
      dist (fderiv ℝ (fderiv ℝ E) x) (fderiv ℝ (fderiv ℝ E) p) < ε :=
    (Metric.continuous_iff (f := fderiv ℝ (fderiv ℝ E))).mp hc p ε hε
  refine ⟨r, hr, fun w hw t ht => ?_⟩
  have hd : dist (p + t • w) p < r := by
    rw [dist_eq_norm, add_sub_cancel_left, norm_smul, Real.norm_eq_abs, abs_of_nonneg ht.1]
    nlinarith [norm_nonneg w, ht.2]
  have h1 : ‖fderiv ℝ (fderiv ℝ E) (p + t • w) - fderiv ℝ (fderiv ℝ E) p‖ < ε :=
    (dist_eq_norm (fderiv ℝ (fderiv ℝ E) (p + t • w))
      (fderiv ℝ (fderiv ℝ E) p)).symm.trans_lt (hclose _ hd)
  have h2 := (fderiv ℝ (fderiv ℝ E) (p + t • w) - fderiv ℝ (fderiv ℝ E) p).le_opNorm₂ w w
  have h3 : |hess E (p + t • w) w w - hess E p w w| ≤
      ‖fderiv ℝ (fderiv ℝ E) (p + t • w) - fderiv ℝ (fderiv ℝ E) p‖ * ‖w‖ * ‖w‖ := h2
  nlinarith [mul_le_mul_of_nonneg_right h1.le (mul_self_nonneg ‖w‖)]
```

Q: The error is quadratic in \(w\), so the curvature has to beat it uniformly in direction.

A: It does. Expand \(w=\sum_i c_i b_i\) with \(c_i=\langle b_i,w\rangle\). In the hyperplane \(c_k=0\), so
\[
H_p(w,w)=\sum_i\mu_i c_i^2\ge m\sum_i c_i^2=m\|w\|^2,\qquad m=\min_{i\ne k}\mu_i>0 .
\]
For \(n=1\) there are no other eigenvalues, but then \(w=0\) and \(m=1\) serves. The proof makes that case split first, then compares the sums term by term.

```lean
/-- At an index-one saddle the curvature in all directions orthogonal to the unstable mode is
bounded below by a positive constant. -/
theorem transverse_curvature (hs : IsIndexOneSaddle E p b μ k) :
    ∃ m > 0, ∀ w : Conf n, ⟪b k, w⟫_ℝ = 0 → m * ‖w‖ ^ 2 ≤ hess E p w w := by
  have hm : ∃ m > 0, ∀ i, i ≠ k → m ≤ μ i := by
    by_cases hn : (Finset.univ.erase k).Nonempty
    · obtain ⟨j, hj, hmin⟩ := Finset.exists_min_image _ μ hn
      exact ⟨μ j, hs.pos j (Finset.ne_of_mem_erase hj),
        fun i hi => hmin i (Finset.mem_erase.2 ⟨hi, Finset.mem_univ i⟩)⟩
    · exact ⟨1, one_pos,
        fun i hi => (hn ⟨i, Finset.mem_erase.2 ⟨hi, Finset.mem_univ i⟩⟩).elim⟩
  obtain ⟨m, hm0, hm⟩ := hm
  refine ⟨m, hm0, fun w hw => ?_⟩
  -- expand the displacement in the eigenbasis of the Hessian
  have hq : hess E p (∑ i, ⟪b i, w⟫_ℝ • b i) w = ∑ i, ⟪b i, w⟫_ℝ * hess E p (b i) w := by
    simp only [hess, map_sum, map_smul, sum_apply, smul_apply, smul_eq_mul]
  rw [b.sum_repr' w] at hq
  rw [hq, ← real_inner_self_eq_norm_sq, ← b.sum_inner_mul_inner w w, Finset.mul_sum]
  refine Finset.sum_le_sum fun i _ => ?_
  rw [hs.eigen, real_inner_comm (b i) w]
  by_cases hi : i = k
  · subst hi
    simp [hw]
  · nlinarith [mul_le_mul_of_nonneg_right (hm i hi) (mul_self_nonneg ⟪b i, w⟫_ℝ)]
```

Taking \(\varepsilon=m/2\) leaves \(H_{p+tw}(w,w)\ge\tfrac m2\|w\|^2>0\) for short nonzero \(w\) in the hyperplane. By the segment argument, \(E(p+w)>E(p)\): within the hyperplane, the saddle is a strict local minimum.

```lean
/-- Within the hyperplane through the saddle orthogonal to the unstable mode, the saddle is a
strict local minimum of the energy. -/
theorem energy_rises_transversely (hE : ContDiff ℝ 2 E) (hs : IsIndexOneSaddle E p b μ k) :
    ∃ r > 0, ∀ w : Conf n, ‖w‖ < r → w ≠ 0 → ⟪b k, w⟫_ℝ = 0 → E p < E (p + w) := by
  obtain ⟨m, hm, hcurv⟩ := transverse_curvature hs
  obtain ⟨r, hr, hnear⟩ := curvature_near hE p (half_pos hm)
  refine ⟨r, hr, fun w hw h0 hperp => energy_lt_of_curvature_pos hE hs.critical w ?_⟩
  intro t ht
  have h1 := (abs_le.mp (hnear w hw t ht)).1
  have h2 := hcurv w hperp
  have h3 : 0 < m * ‖w‖ ^ 2 := mul_pos hm (pow_pos (norm_pos_iff.2 h0) 2)
  linarith
```

Q: And along the unstable mode?

A: Take \(w=s\,b_k\) with \(s\ne0\). Then \(H_p(w,w)=s^2\mu_k\), and for small enough \(|s|\) the choice \(\varepsilon=-\mu_k/2\) gives
\[
H_{p+tw}(w,w)\le\tfrac12 s^2\mu_k<0 .
\]
The segment argument applied to \(-E\) shows that the energy falls for either sign of \(s\). Much of the code checks that changing the sign of \(E\) changes the sign of its derivatives.

```lean
/-- Close to the saddle, displacements along the unstable mode lower the energy on both sides. -/
theorem energy_falls_along_mode (hE : ContDiff ℝ 2 E) (hs : IsIndexOneSaddle E p b μ k) :
    ∃ r > 0, ∀ s : ℝ, s ≠ 0 → |s| < r → E (p + s • b k) < E p := by
  obtain ⟨r, hr, hnear⟩ := curvature_near hE p (half_pos (neg_pos.2 hs.neg))
  refine ⟨r, hr, fun s h0 hsr => ?_⟩
  have hb : ‖b k‖ = 1 := b.orthonormal.1 k
  have hw : ‖s • b k‖ = |s| := by rw [norm_smul, hb, mul_one, Real.norm_eq_abs]
  have hq : hess E p (s • b k) (s • b k) = s ^ 2 * μ k := by
    have e := hs.eigen k (b k)
    rw [real_inner_self_eq_norm_sq, hb] at e
    simp only [hess, map_smul, smul_apply, smul_eq_mul] at e ⊢
    rw [e]
    ring
  -- apply the ascent lemma to the inverted surface
  have hD : fderiv ℝ (fun y => -E y) = fun y => -fderiv ℝ E y :=
    funext fun y => fderiv_fun_neg
  have hH : ∀ x u w, hess (fun y => -E y) x u w = -hess E x u w := by
    intro x u w
    have h2 : fderiv ℝ (fun y => -fderiv ℝ E y) x = -fderiv ℝ (fderiv ℝ E) x := by
      exact fderiv_fun_neg
    unfold hess
    rw [hD, h2]
    rfl
  have key := energy_lt_of_curvature_pos (E := fun y => -E y) (p := p) hE.neg
    (by rw [hD]; simp [hs.critical]) (s • b k) (by
      intro t ht
      rw [hH]
      have h1 := (abs_le.mp (hnear _ (hw ▸ hsr) t ht)).2
      rw [hq, hw, sq_abs] at h1
      have h3 : 0 < s ^ 2 * -μ k := mul_pos (by positivity) (neg_pos.2 hs.neg)
      linarith)
  exact neg_lt_neg_iff.mp key
```

Q: A path can wiggle as it likes. Where is it caught?

A: At the hyperplane. The function \(f(t)=\langle\gamma(t)-p,b_k\rangle\) is continuous, with \(f(0)>0>f(1)\), so \(f(t)=0\) for some \(t\) by the intermediate value theorem. There \(\gamma(t)\) is either \(p\) itself or a point of the hyperplane with strictly higher energy.

```lean
/-- Some ball about an index-one saddle exists in which every crossing meets a point at least as
high as the saddle, and strictly higher if that point is not the saddle itself. -/
theorem crossing_meets_barrier (hE : ContDiff ℝ 2 E) (hs : IsIndexOneSaddle E p b μ k) :
    ∃ r > 0, ∀ γ, IsCrossing p (b k) r γ →
      ∃ t ∈ Icc (0 : ℝ) 1, E p ≤ E (γ t) ∧ (γ t ≠ p → E p < E (γ t)) := by
  obtain ⟨r, hr, hwall⟩ := energy_rises_transversely hE hs
  refine ⟨r, hr, fun γ hγ => ?_⟩
  have hc : ContinuousOn (fun t => ⟪γ t - p, b k⟫_ℝ) (Icc 0 1) :=
    (hγ.cont.sub continuousOn_const).inner continuousOn_const
  -- the path must pass through the dividing hyperplane
  obtain ⟨t, ht, h0⟩ := intermediate_value_Icc' zero_le_one hc ⟨hγ.finish.le, hγ.start.le⟩
  have hlt : γ t ≠ p → E p < E (γ t) := by
    intro hne
    have h := hwall (γ t - p) (by simpa [dist_eq_norm] using hγ.mem t ht)
      (sub_ne_zero.2 hne) ((real_inner_comm _ _).trans h0)
    rwa [add_sub_cancel] at h
  refine ⟨t, ht, ?_, hlt⟩
  by_cases h : γ t = p
  · rw [h]
  · exact (hlt h).le
```

Q: That is only a lower bound on the ceiling.

A: The straight path
\[
\gamma(t)=p+(1-2t)\,a\,b_k
\]
attains it. Choose \(a>0\) smaller than both the ball's radius \(r\) and the range in which the energy falls along the mode. The path stays in the ball, changes sides, and has energy at most \(E(p)\), with equality at \(t=\tfrac12\). `IsLeast` combines the two halves: \(E(p)\) is an allowed ceiling, and no allowed ceiling is lower. If \(R\) is the radius supplied by the previous theorem, the lower bound holds for every \(r\le R\), since a crossing of the smaller ball is also one of the larger.

```lean
/-- In every sufficiently small ball about an index-one saddle, the saddle energy is the least
energy ceiling under which a crossing is possible. -/
theorem saddle_energy_isLeast_ceiling (hE : ContDiff ℝ 2 E)
    (hs : IsIndexOneSaddle E p b μ k) :
    ∃ R > 0, ∀ r, 0 < r → r ≤ R →
      IsLeast {c | ∃ γ, IsCrossing p (b k) r γ ∧ ∀ t ∈ Icc (0 : ℝ) 1, E (γ t) ≤ c} (E p) := by
  obtain ⟨R, hR, hbar⟩ := crossing_meets_barrier hE hs
  obtain ⟨q, hq, hfall⟩ := energy_falls_along_mode hE hs
  refine ⟨R, hR, fun r hr hrR => ⟨?_, ?_⟩⟩
  · -- the straight path along the unstable mode never rises above the saddle energy
    obtain ⟨a, ha, haq⟩ := exists_between (lt_min hr hq)
    have har : a < r := haq.trans_le (min_le_left _ _)
    have haq' : a < q := haq.trans_le (min_le_right _ _)
    have hb : ‖b k‖ = 1 := b.orthonormal.1 k
    have habs : ∀ t ∈ Icc (0 : ℝ) 1, |(1 - 2 * t) * a| ≤ a := fun t ht =>
      abs_le.2 ⟨by nlinarith [ht.2], by nlinarith [ht.1]⟩
    have hin : ∀ s : ℝ, ⟪p + s • b k - p, b k⟫_ℝ = s := fun s => by
      rw [add_sub_cancel_left, real_inner_smul_left, real_inner_self_eq_norm_sq, hb]
      ring
    refine ⟨fun t => p + ((1 - 2 * t) * a) • b k, ⟨?_, ?_, ?_, ?_⟩, ?_⟩
    · exact Continuous.continuousOn (by fun_prop)
    · intro t ht
      rw [mem_ball, dist_eq_norm, add_sub_cancel_left, norm_smul, hb, mul_one,
        Real.norm_eq_abs]
      exact (habs t ht).trans_lt har
    · rw [hin]
      linarith
    · rw [hin]
      linarith
    · intro t ht
      by_cases h0 : (1 - 2 * t) * a = 0
      · simp only [h0, zero_smul, add_zero, le_refl]
      · exact (hfall _ h0 ((habs t ht).trans_lt haq')).le
  · rintro c ⟨γ, hγ, hc⟩
    obtain ⟨t, ht, h, _⟩ := hbar γ
      ⟨hγ.cont, fun t ht => ball_subset_ball hrR (hγ.mem t ht), hγ.start, hγ.finish⟩
    exact h.trans (hc t ht)

end

end IndexOneSaddlePass
```

```lean
#print axioms IndexOneSaddlePass.saddle_energy_isLeast_ceiling
```

```
'IndexOneSaddlePass.saddle_energy_isLeast_ceiling' depends on axioms: [propext, Classical.choice, Quot.sound]
```

Q: Would it hurt to let one of the other eigenvalues be zero?

A: It can. Take \(E(x,y)=-x^2-y^4\) at the origin, with eigenvalues \(-2\) and \(0\). The half circle \((a\cos\pi t,\,a\sin\pi t)\) leads from \(x>0\) to \(x<0\) with \(E<0\) throughout, in as small a ball as you please. The path goes round the origin, which is now a maximum of \(E\), and its energy stays below \(E(0,0)=0\).

Q: Where would I meet this in a calculation?

A: After a transition-state search, one diagonalises the Hessian, for frequencies in mass-weighted coordinates, and looks for exactly one negative eigenvalue, reported as an imaginary frequency, once overall translation and rotation are set aside. A small displacement of either sign along that mode then starts the two downhill paths. For a smooth model surface with a nondegenerate index-one saddle, the theorem identifies \(E(p)\) as the local barrier top; which minima the downhill paths reach has to be found by following them.
